# Two finite unitary matrices that give the same Heisenberg observable for every Hermitian matrix differ only by a global phase

Shift the zero of energy of a quantum system by $E_0$. The propagator over a time $t$ picks up the factor $e^{-iE_0t/\hbar}$, and for a fixed matrix $A$ the Heisenberg-picture observable $U^\dagger AU$ does not change. Can two propagators differ in any other way and still agree on all observables?

For unitary $n\times n$ matrices they cannot: $U^\dagger AU=V^\dagger AV$ for every Hermitian $A$ if and only if $U=cV$ with $|c|=1$. Two propagators computed in the same finite basis can therefore differ in every entry and still describe the same evolution of observables, provided that one common phase accounts for the difference.

## A finite basis

The index type `n` labels the states of an orthonormal basis, and `n` may be any finite type. `Matrix n n ℂ` holds the operators in that basis, where the adjoint of an operator is the conjugate transpose of its matrix. Finiteness makes every matrix product a finite sum and lets the derivation compare operators entry by entry. Infinite-dimensional Hilbert spaces, with their unbounded observables, are not covered.

```lean
import Mathlib

open Matrix

namespace GlobalPhase

noncomputable section

variable {n : Type*} [Fintype n]
```

In Lean, `ᴴ` is the dagger, so `heisenberg U A` is $U^\dagger AU$.

```lean
/-- The observable `A` in the Heisenberg picture after the evolution `U`: the matrix `U† A U`. -/
def heisenberg (U A : Matrix n n ℂ) : Matrix n n ℂ := Uᴴ * A * U
```

The operator $|x\rangle\langle y|$ has entries $x_a\overline{y_b}$. Vectors are not normalised here: for $\psi\neq0$, `ketbra ψ ψ` is $\|\psi\|^2$ times the projector onto $\psi$. Since $U^\dagger|\psi\rangle\langle\psi|U$ and $V^\dagger|\psi\rangle\langle\psi|V$ both carry this factor, agreement on normalised states is the same condition.

```lean
/-- The operator `|x⟩⟨y|`. -/
def ketbra (x y : n → ℂ) : Matrix n n ℂ := vecMulVec x (star y)
```

## The factor has modulus one

The condition $|c|=1$ says that $c$ is a phase and does not rescale the state. By hand, it enters through

$$(cV)^\dagger A(cV)=\bar c c\,V^\dagger AV=|c|^2\,V^\dagger AV .$$

Without it, every observable would be multiplied by $|c|^2$. The first lemma translates between $\bar c c=1$ and `‖c‖ = 1`. The second is the cancellation above, and it holds for any matrices `V` and `A`.

```lean
/-- A complex number is a phase, that is, has modulus one, exactly when its conjugate
is its inverse. -/
theorem star_mul_self_eq_one_iff (c : ℂ) : star c * c = 1 ↔ ‖c‖ = 1 := by
  rw [mul_comm (star c) c]
  change c * (starRingEnd ℂ) c = 1 ↔ _
  rw [Complex.mul_conj, Complex.normSq_eq_norm_sq]
  constructor
  · intro h
    have h' : ‖c‖ ^ 2 = 1 := by exact_mod_cast h
    exact (sq_eq_sq₀ (norm_nonneg c) zero_le_one).mp (by rw [h', one_pow])
  · intro h
    rw [h]
    norm_num

/-- A global phase drops out of every Heisenberg-picture observable. -/
theorem heisenberg_smul {c : ℂ} (hc : ‖c‖ = 1) (V A : Matrix n n ℂ) :
    heisenberg (c • V) A = heisenberg V A := by
  unfold heisenberg
  rw [conjTranspose_smul, Matrix.smul_mul, Matrix.smul_mul, Matrix.mul_smul, smul_smul,
    (star_mul_self_eq_one_iff c).mpr hc, one_smul]
```

## Hermitian matrices include every $|\psi\rangle\langle\psi|$

Hermiticity marks $A$ as an observable with real measured values. The derivation needs only some of these matrices, the operators $|\psi\rangle\langle\psi|$, which are Hermitian because $\psi_a\overline{\psi_b}$ is the conjugate of $\psi_b\overline{\psi_a}$. Asking for agreement on non-Hermitian $A$ as well would change nothing, since every matrix is $B+iC$ with $B$ and $C$ Hermitian.

For normalised $\psi$ the same operator is the density matrix of a pure state. Evolving the vector gives $|U\psi\rangle\langle U\psi|=U|\psi\rangle\langle\psi|U^\dagger$, which is the Heisenberg expression with $U^\dagger$ in place of $U$:

```lean
/-- Evolving the vector `ψ` by `U` turns `|ψ⟩⟨ψ|` into `U |ψ⟩⟨ψ| U†`. -/
theorem ketbra_mulVec (U : Matrix n n ℂ) (ψ : n → ℂ) :
    ketbra (U *ᵥ ψ) (U *ᵥ ψ) = heisenberg Uᴴ (ketbra ψ ψ) := by
  simp only [heisenberg, ketbra, conjTranspose_conjTranspose, Matrix.mul_vecMulVec,
    Matrix.vecMulVec_mul, Matrix.star_mulVec]
```

These operators are enough because they generate all the others. Expanding the products gives

$$|x+y\rangle\langle x+y|-|x-y\rangle\langle x-y|=2\big(|x\rangle\langle y|+|y\rangle\langle x|\big),$$

$$i\,|x+iy\rangle\langle x+iy|-i\,|x-iy\rangle\langle x-iy|=2\big(|x\rangle\langle y|-|y\rangle\langle x|\big).$$

The sum is $4|x\rangle\langle y|$. Lean checks this entry by entry, with `linear_combination` supplying $i^2=-1$.

```lean
/-- Polarization: `|x⟩⟨y|` is a combination of four operators of the form `|ψ⟩⟨ψ|`. -/
theorem ketbra_polarization (x y : n → ℂ) :
    ketbra x y = (1 / 4 : ℂ) • (ketbra (x + y) (x + y) - ketbra (x - y) (x - y)
      + Complex.I • ketbra (x + Complex.I • y) (x + Complex.I • y)
      - Complex.I • ketbra (x - Complex.I • y) (x - Complex.I • y)) := by
  have hI : star Complex.I = -Complex.I := Complex.conj_I
  ext a b
  simp only [ketbra, vecMulVec_apply, Matrix.smul_apply, Matrix.add_apply, Matrix.sub_apply,
    Pi.star_apply, Pi.add_apply, Pi.sub_apply, Pi.smul_apply, smul_eq_mul, star_add, star_sub,
    star_smul, hI]
  linear_combination ((x a * star (y b) - y a * star (x b)) / 2) * Complex.I_sq
```

## Both matrices are unitary

Unitarity, written `U ∈ unitaryGroup n ℂ`, means that the evolution conserves probability and can be reversed. The derivation uses it first to turn agreement into commutation. Multiply $U^\dagger AU=V^\dagger AV$ by $U$ on the left and by $V^\dagger$ on the right. Since $UU^\dagger=VV^\dagger=1$,

$$A\,UV^\dagger=UV^\dagger A .$$

The `calc` block in the next lemma is the same computation, read from the right-hand side to the left.

```lean
variable [DecidableEq n]

/-- If two unitaries transform `A` in the same way, then `U V†` commutes with `A`. -/
theorem commute_of_heisenberg_eq {U V A : Matrix n n ℂ} (hU : U ∈ unitaryGroup n ℂ)
    (hV : V ∈ unitaryGroup n ℂ) (h : heisenberg U A = heisenberg V A) :
    (U * Vᴴ) * A = A * (U * Vᴴ) := by
  have hU2 : U * Uᴴ = 1 := mem_unitaryGroup_iff.mp hU
  have hV2 : V * Vᴴ = 1 := mem_unitaryGroup_iff.mp hV
  unfold heisenberg at h
  calc (U * Vᴴ) * A = U * (Vᴴ * A * V) * Vᴴ := by
        simp only [Matrix.mul_assoc, hV2, Matrix.mul_one]
    _ = U * (Uᴴ * A * U) * Vᴴ := by rw [h]
    _ = (U * Uᴴ) * A * (U * Vᴴ) := by simp only [Matrix.mul_assoc]
    _ = A * (U * Vᴴ) := by rw [hU2, Matrix.one_mul]
```

Without unitarity this step fails, although the conclusion can still be reached by another argument, given here by hand only. Polarization yields $|U^\dagger x\rangle\langle U^\dagger y|=|V^\dagger x\rangle\langle V^\dagger y|$ for all $x,y$. If $V\neq0$, fixing a $y$ with $V^\dagger y\neq0$ makes $V^\dagger x$ a multiple of $U^\dagger x$ with a factor that does not depend on $x$, and $A=1$ then fixes its modulus. If $V=0$, then $U=0$ too. Unitarity is thus the physical setting and the source of a short proof.

## Agreement holds for every state

Write $W=UV^\dagger$. Agreement on all $|\psi\rangle\langle\psi|$ makes $W$ commute with each of them, and by polarization with every $|x\rangle\langle y|$. Take basis vectors $x=e_i$, $y=e_j$ and compare the entries $(a,j)$ of $W|e_i\rangle\langle e_j|=|e_i\rangle\langle e_j|W$:

$$W_{ai}=\delta_{ai}W_{jj}.$$

With $j$ fixed, this holds for all $a$ and $i$, so $W=c\,1$ with $c=W_{jj}$. In Lean, `hxy` is the polarization step and `key` the comparison of entries, split into the cases $a=i$ and $a\neq i$. An empty basis is treated separately.

```lean
/-- A matrix that commutes with `|ψ⟩⟨ψ|` for every vector `ψ` is a multiple of the identity. -/
theorem scalar_of_commute_ketbra (W : Matrix n n ℂ)
    (h : ∀ ψ, W * ketbra ψ ψ = ketbra ψ ψ * W) : ∃ c : ℂ, W = c • (1 : Matrix n n ℂ) := by
  -- by polarization, `W` commutes with every `|x⟩⟨y|`
  have hxy : ∀ x y, W * ketbra x y = ketbra x y * W := by
    intro x y
    rw [ketbra_polarization x y]
    simp only [Matrix.mul_smul, Matrix.smul_mul, Matrix.mul_add, Matrix.mul_sub,
      Matrix.add_mul, Matrix.sub_mul, h]
  rcases isEmpty_or_nonempty n with hn | ⟨⟨j⟩⟩
  · exact ⟨1, by ext i; exact isEmptyElim i⟩
  refine ⟨W j j, ?_⟩
  have hs : star (Pi.single j 1 : n → ℂ) = Pi.single j 1 := by
    ext k
    by_cases hk : k = j <;> simp [hk]
  -- compare entries for basis vectors `x = e_i`, `y = e_j`
  ext a i
  have key := congrArg (fun M : Matrix n n ℂ => M a j) (hxy (Pi.single i 1) (Pi.single j 1))
  simp only [ketbra, hs] at key
  rcases eq_or_ne a i with rfl | hai
  · simpa [Matrix.mul_apply, vecMulVec_apply, Pi.single_apply] using key
  · simpa [Matrix.mul_apply, vecMulVec_apply, Pi.single_apply, Matrix.one_apply, hai] using key
```

Unitarity now enters a second time. From $UV^\dagger=c\,1$ and $V^\dagger V=1$ follows $U=cV$, and then

$$1=U^\dagger U=|c|^2V^\dagger V=|c|^2\,1$$

gives $|c|=1$ when the basis is not empty. These two steps are `hUV` and `hone`. For an empty basis Lean simply takes $c=1$.

```lean
/-- Two unitaries that transform `|ψ⟩⟨ψ|` in the same way for every vector `ψ` differ by a
global phase. -/
theorem phase_of_heisenberg_ketbra {U V : Matrix n n ℂ} (hU : U ∈ unitaryGroup n ℂ)
    (hV : V ∈ unitaryGroup n ℂ)
    (h : ∀ ψ, heisenberg U (ketbra ψ ψ) = heisenberg V (ketbra ψ ψ)) :
    ∃ c : ℂ, ‖c‖ = 1 ∧ U = c • V := by
  have hU1 : Uᴴ * U = 1 := mem_unitaryGroup_iff'.mp hU
  have hV1 : Vᴴ * V = 1 := mem_unitaryGroup_iff'.mp hV
  rcases isEmpty_or_nonempty n with hn | ⟨⟨j⟩⟩
  · exact ⟨1, norm_one, by ext i; exact isEmptyElim i⟩
  obtain ⟨c, hc⟩ := scalar_of_commute_ketbra (U * Vᴴ)
    (fun ψ => commute_of_heisenberg_eq hU hV (h ψ))
  have hUV : U = c • V := by
    calc U = (U * Vᴴ) * V := by rw [Matrix.mul_assoc, hV1, Matrix.mul_one]
      _ = c • V := by rw [hc, Matrix.smul_mul, Matrix.one_mul]
  -- unitarity of both matrices forces `|c| = 1`
  have hone : (star c * c) • (1 : Matrix n n ℂ) = 1 := by
    calc (star c * c) • (1 : Matrix n n ℂ) = (star c * c) • (Vᴴ * V) := by rw [hV1]
      _ = (c • V)ᴴ * (c • V) := by
        rw [conjTranspose_smul, Matrix.smul_mul, Matrix.mul_smul, smul_smul]
      _ = 1 := by rw [← hUV]; exact hU1
  have hjj := congrArg (fun M : Matrix n n ℂ => M j j) hone
  simp only [Matrix.smul_apply, Matrix.one_apply_eq, smul_eq_mul, mul_one] at hjj
  exact ⟨c, (star_mul_self_eq_one_iff c).mp hjj, hUV⟩
```

The main theorem combines the two directions. In words: for unitary `U` and `V`, the matrices `Uᴴ * A * U` and `Vᴴ * A * V` are equal for all `A` with `A.IsHermitian` exactly when there is a complex `c` with `‖c‖ = 1` and `U = c • V`. The single number `c` serves all observables at once. The forward direction only has to check that $|\psi\rangle\langle\psi|$ is Hermitian, and the converse is the cancellation of $\bar c c$.

```lean
/-- Global phase is the only freedom: two unitaries give the same Heisenberg-picture observable
for every Hermitian `A` if and only if `U = c V` with `|c| = 1`. -/
theorem heisenberg_eq_iff_global_phase {U V : Matrix n n ℂ} (hU : U ∈ unitaryGroup n ℂ)
    (hV : V ∈ unitaryGroup n ℂ) :
    (∀ A : Matrix n n ℂ, A.IsHermitian → Uᴴ * A * U = Vᴴ * A * V) ↔
      ∃ c : ℂ, ‖c‖ = 1 ∧ U = c • V := by
  constructor
  · intro h
    refine phase_of_heisenberg_ketbra hU hV (fun ψ => h _ ?_)
    ext a b
    simp [ketbra, vecMulVec_apply, mul_comm]
  · rintro ⟨c, hc, rfl⟩ A _
    exact heisenberg_smul hc V A
```

The Schrödinger picture gives the same answer. If $|U\psi\rangle\langle U\psi|=|V\psi\rangle\langle V\psi|$ for every $\psi$, then $U^\dagger$ and $V^\dagger$ agree on all $|\psi\rangle\langle\psi|$ in the sense above. They are unitary as well, so $U^\dagger=cV^\dagger$ and hence $U=\bar cV$. This is why the proof supplies `star c`.

```lean
/-- Schrödinger picture: two unitaries satisfy `|Uψ⟩⟨Uψ| = |Vψ⟩⟨Vψ|` for every vector `ψ` if and
only if `U = c V` with `|c| = 1`. -/
theorem schrodinger_eq_iff_global_phase {U V : Matrix n n ℂ} (hU : U ∈ unitaryGroup n ℂ)
    (hV : V ∈ unitaryGroup n ℂ) :
    (∀ ψ, ketbra (U *ᵥ ψ) (U *ᵥ ψ) = ketbra (V *ᵥ ψ) (V *ᵥ ψ)) ↔
      ∃ c : ℂ, ‖c‖ = 1 ∧ U = c • V := by
  have hadj : ∀ X : Matrix n n ℂ, X ∈ unitaryGroup n ℂ → Xᴴ ∈ unitaryGroup n ℂ := by
    intro X hX
    rw [mem_unitaryGroup_iff, star_eq_conjTranspose, conjTranspose_conjTranspose]
    exact mem_unitaryGroup_iff'.mp hX
  constructor
  · intro h
    obtain ⟨c, hc, h'⟩ := phase_of_heisenberg_ketbra (hadj U hU) (hadj V hV)
      (fun ψ => by rw [← ketbra_mulVec U ψ, ← ketbra_mulVec V ψ]; exact h ψ)
    refine ⟨star c, by rw [norm_star, hc], ?_⟩
    rw [← conjTranspose_conjTranspose U, h', conjTranspose_smul, conjTranspose_conjTranspose]
  · rintro ⟨c, hc, rfl⟩ ψ
    rw [ketbra_mulVec (c • V) ψ, ketbra_mulVec V ψ, conjTranspose_smul,
      heisenberg_smul (by rw [norm_star, hc])]
```

## With diagonal observables only, each basis state has its own phase

Suppose that agreement is required only for real diagonal matrices, the observables that are functions of the basis label. The conclusion weakens to $U=DV$, where $D$ is diagonal with entries $\varphi_i$ of modulus one.

By hand, let $A$ be the projector on basis state $i$. The matrix $W=UV^\dagger$ commutes with it, and the entry $(a,i)$ of $WA=AW$ with $a\neq i$ reads $W_{ai}=0$. So $W$ is a diagonal matrix $D$, and $U=WV=DV$. As a product of unitaries $W$ is unitary, which gives $|\varphi_i|=1$. Conversely, $D^\dagger AD=A$ for a diagonal $A$ with diagonal entries $d_i$, because each diagonal entry of $D^\dagger AD$ is $\overline{\varphi_i}d_i\varphi_i=d_i$, and so $(DV)^\dagger A(DV)=V^\dagger AV$.

Lean follows this route. The function `fun k => if k = i then 1 else 0` is the projector, `hD` is the unitarity of $D$, and the final `calc` is the converse.

```lean
/-- If only real diagonal observables are compared, the freedom is one phase per basis state:
two unitaries agree on all of them if and only if `U = D V` with `D` a diagonal matrix of
phases. -/
theorem diagonal_observables_iff {U V : Matrix n n ℂ} (hU : U ∈ unitaryGroup n ℂ)
    (hV : V ∈ unitaryGroup n ℂ) :
    (∀ d : n → ℝ, heisenberg U (diagonal fun i => (d i : ℂ)) =
        heisenberg V (diagonal fun i => (d i : ℂ))) ↔
      ∃ φ : n → ℂ, (∀ i, ‖φ i‖ = 1) ∧ U = diagonal φ * V := by
  have hU1 : Uᴴ * U = 1 := mem_unitaryGroup_iff'.mp hU
  have hV1 : Vᴴ * V = 1 := mem_unitaryGroup_iff'.mp hV
  have hV2 : V * Vᴴ = 1 := mem_unitaryGroup_iff.mp hV
  constructor
  · intro h
    -- commuting with the projector on basis state `i` kills the off-diagonal entries of column `i`
    obtain ⟨φ, hφ⟩ : ∃ φ : n → ℂ, U * Vᴴ = diagonal φ := by
      refine ⟨fun i => (U * Vᴴ) i i, ?_⟩
      ext a i
      rcases eq_or_ne a i with rfl | hai
      · rw [diagonal_apply_eq]
      · have key := congrArg (fun M : Matrix n n ℂ => M a i)
          (commute_of_heisenberg_eq hU hV (h fun k => if k = i then 1 else 0))
        simp only [Matrix.mul_diagonal, Matrix.diagonal_mul] at key
        rw [diagonal_apply_ne _ hai]
        simpa [hai] using key
    have hD : (diagonal φ)ᴴ * diagonal φ = 1 := by
      rw [← hφ, conjTranspose_mul, conjTranspose_conjTranspose]
      calc V * Uᴴ * (U * Vᴴ) = V * (Uᴴ * U) * Vᴴ := by simp only [Matrix.mul_assoc]
        _ = 1 := by rw [hU1, Matrix.mul_one, hV2]
    rw [diagonal_conjTranspose, diagonal_mul_diagonal] at hD
    refine ⟨φ, fun i => ?_, by rw [← hφ, Matrix.mul_assoc, hV1, Matrix.mul_one]⟩
    have hii := congrArg (fun M : Matrix n n ℂ => M i i) hD
    simp only [diagonal_apply_eq, Matrix.one_apply_eq, Pi.star_apply] at hii
    exact (star_mul_self_eq_one_iff (φ i)).mp hii
  · rintro ⟨φ, hφ, rfl⟩ d
    have key : (diagonal φ)ᴴ * (diagonal fun i => (d i : ℂ)) * diagonal φ =
        diagonal fun i => (d i : ℂ) := by
      rw [diagonal_conjTranspose, diagonal_mul_diagonal, diagonal_mul_diagonal]
      refine congrArg Matrix.diagonal (funext fun i => ?_)
      have hi := (star_mul_self_eq_one_iff (φ i)).mpr (hφ i)
      change star (φ i) * (d i : ℂ) * φ i = (d i : ℂ)
      linear_combination (d i : ℂ) * hi
    calc heisenberg (diagonal φ * V) (diagonal fun i => (d i : ℂ))
        = Vᴴ * ((diagonal φ)ᴴ * (diagonal fun i => (d i : ℂ)) * diagonal φ) * V := by
          simp only [heisenberg, conjTranspose_mul, Matrix.mul_assoc]
      _ = heisenberg V (diagonal fun i => (d i : ℂ)) := by rw [key, heisenberg]

end

end GlobalPhase
```

For two basis states, $U=\sigma_z$ and $V=1$ show the difference. They agree on every diagonal observable, but $\sigma_z\sigma_x\sigma_z=-\sigma_x$, so the off-diagonal observable $\sigma_x$ tells them apart.

With a single basis state the two kinds of freedom coincide. Here $U$ and $V$ are complex numbers of modulus one, every observable is a real number $A$, and $\bar UAU=A=\bar VAV$ always holds. The theorem then says that any two phases are related by a phase, namely $c=U\bar V$.

```lean
#print axioms GlobalPhase.heisenberg_eq_iff_global_phase
#print axioms GlobalPhase.schrodinger_eq_iff_global_phase
#print axioms GlobalPhase.diagonal_observables_iff
```

```
'GlobalPhase.heisenberg_eq_iff_global_phase' depends on axioms: [propext, Classical.choice, Quot.sound]
'GlobalPhase.schrodinger_eq_iff_global_phase' depends on axioms: [propext, Classical.choice, Quot.sound]
'GlobalPhase.diagonal_observables_iff' depends on axioms: [propext, Classical.choice, Quot.sound]
```
